# The Oriented Rotatory Strength Is Origin Independent; Its Magnetic and Quadrupole Parts Shift by Opposite Amounts

For real vectors n (propagation direction) and P (transition momentum) and a real 3×3 matrix M (position–momentum moment), the oriented rotatory strength R(n,M) = Σ ε_acd n_d n_b P_a M_bc is unchanged when the origin moves by a and M becomes M − a Pᵀ. Its magnetic part changes by (n·P) n·(P×a)/2, its quadrupole part changes by the negative of that, and the quadrupole part sums to zero over any three orthonormal directions n.

```lean
import Mathlib

open Matrix

namespace OrientedOpticalActivity

noncomputable section

/-- The Levi-Civita symbol in three dimensions, as an explicit table. -/
def eps : Fin 3 → Fin 3 → Fin 3 → ℝ :=
  ![![![0, 0, 0], ![0, 0, 1], ![0, -1, 0]],
    ![![0, 0, -1], ![0, 0, 0], ![1, 0, 0]],
    ![![0, 1, 0], ![-1, 0, 0], ![0, 0, 0]]]

/-- The oriented rotatory strength for propagation direction `n`, transition momentum `P`
and position-momentum moment `M`. -/
def strength (n P : Fin 3 → ℝ) (M : Matrix (Fin 3) (Fin 3) ℝ) : ℝ :=
  ∑ a, ∑ b, ∑ c, ∑ d, eps a c d * n d * n b * P a * M b c

/-- The position-momentum moment after the origin is moved by `a`. -/
def shift (P a : Fin 3 → ℝ) (M : Matrix (Fin 3) (Fin 3) ℝ) : Matrix (Fin 3) (Fin 3) ℝ :=
  M - vecMulVec a P

/-- The antisymmetric (magnetic dipole) part of the moment. -/
def magnetic (M : Matrix (Fin 3) (Fin 3) ℝ) : Matrix (Fin 3) (Fin 3) ℝ :=
  (1 / 2 : ℝ) • (M - Mᵀ)

/-- The symmetric (electric quadrupole) part of the moment. -/
def quadrupole (M : Matrix (Fin 3) (Fin 3) ℝ) : Matrix (Fin 3) (Fin 3) ℝ :=
  (1 / 2 : ℝ) • (M + Mᵀ)

/-- The axial vector of the moment, with the components of position cross momentum. -/
def axial (M : Matrix (Fin 3) (Fin 3) ℝ) : Fin 3 → ℝ :=
  ![M 1 2 - M 2 1, M 2 0 - M 0 2, M 0 1 - M 1 0]

/-- The oriented rotatory strength with the Levi-Civita contraction carried out. -/
theorem strength_expand (n P : Fin 3 → ℝ) (M : Matrix (Fin 3) (Fin 3) ℝ) :
    strength n P M = ∑ b, n b * (n 0 * (P 1 * M b 2 - P 2 * M b 1)
      + n 1 * (P 2 * M b 0 - P 0 * M b 2) + n 2 * (P 0 * M b 1 - P 1 * M b 0)) := by
  simp [strength, eps, Fin.sum_univ_three]
  ring

/-- The scalar triple product in Cartesian components. -/
theorem triple_expand (n P a : Fin 3 → ℝ) :
    n ⬝ᵥ (P ⨯₃ a) = n 0 * (P 1 * a 2 - P 2 * a 1)
      + n 1 * (P 2 * a 0 - P 0 * a 2) + n 2 * (P 0 * a 1 - P 1 * a 0) := by
  simp [cross_apply, dotProduct, Fin.sum_univ_three]

/-- The oriented rotatory strength does not depend on the choice of origin. -/
theorem strength_shift (n P a : Fin 3 → ℝ) (M : Matrix (Fin 3) (Fin 3) ℝ) :
    strength n P (shift P a M) = strength n P M := by
  simp only [strength_expand, Fin.sum_univ_three, shift, Matrix.sub_apply, vecMulVec_apply]
  ring

/-- Under an origin shift the magnetic part of the strength changes by
`(n·P) n·(P × a) / 2`. -/
theorem magnetic_shift (n P a : Fin 3 → ℝ) (M : Matrix (Fin 3) (Fin 3) ℝ) :
    strength n P (magnetic (shift P a M)) =
      strength n P (magnetic M) + (n ⬝ᵥ P) * (n ⬝ᵥ (P ⨯₃ a)) / 2 := by
  rw [triple_expand]
  simp only [strength_expand, Fin.sum_univ_three, shift, magnetic, Matrix.sub_apply,
    Matrix.smul_apply, Matrix.transpose_apply, vecMulVec_apply, smul_eq_mul, dotProduct]
  ring

/-- Under an origin shift the quadrupole part of the strength changes by
`-(n·P) n·(P × a) / 2`. -/
theorem quadrupole_shift (n P a : Fin 3 → ℝ) (M : Matrix (Fin 3) (Fin 3) ℝ) :
    strength n P (quadrupole (shift P a M)) =
      strength n P (quadrupole M) - (n ⬝ᵥ P) * (n ⬝ᵥ (P ⨯₃ a)) / 2 := by
  rw [triple_expand]
  simp only [strength_expand, Fin.sum_univ_three, shift, quadrupole, Matrix.sub_apply,
    Matrix.add_apply, Matrix.smul_apply, Matrix.transpose_apply, vecMulVec_apply,
    smul_eq_mul, dotProduct]
  ring

/-- The magnetic part alone is independent of the origin exactly when the propagation
direction is orthogonal to the transition momentum or has zero cross product with it. -/
theorem magnetic_origin_free_iff (n P : Fin 3 → ℝ) (M : Matrix (Fin 3) (Fin 3) ℝ) :
    (∀ a, strength n P (magnetic (shift P a M)) = strength n P (magnetic M)) ↔
      n ⬝ᵥ P = 0 ∨ n ⨯₃ P = 0 := by
  constructor
  · intro h
    by_cases hp : n ⬝ᵥ P = 0
    · exact Or.inl hp
    · right
      -- the shift along n × P turns the triple product into a squared length
      have h1 := h (n ⨯₃ P)
      rw [magnetic_shift] at h1
      have h2 : (n ⬝ᵥ P) * (n ⬝ᵥ (P ⨯₃ (n ⨯₃ P))) = 0 := by linarith
      have h3 := (mul_eq_zero.mp h2).resolve_left hp
      rw [triple_product_permutation, triple_product_permutation] at h3
      exact dotProduct_self_eq_zero.mp h3
  · intro h a
    rw [magnetic_shift]
    rcases h with hp | hc
    · rw [hp]
      ring
    · have h3 : n ⬝ᵥ (P ⨯₃ a) = 0 := by
        rw [triple_product_permutation, triple_product_permutation, hc, dotProduct_zero]
      rw [h3]
      ring

/-- Three orthonormal directions in space satisfy the completeness relation. -/
theorem triad_complete (e : Fin 3 → Fin 3 → ℝ)
    (he : ∀ i j, e i ⬝ᵥ e j = if i = j then 1 else 0) (b d : Fin 3) :
    ∑ i, e i b * e i d = if b = d then 1 else 0 := by
  have h1 : Matrix.of e * (Matrix.of e)ᵀ = 1 := by
    ext i j
    simpa [Matrix.mul_apply, Matrix.one_apply, dotProduct] using he i j
  -- for square matrices a right inverse is a left inverse
  have h2 := mul_eq_one_comm.mp h1
  have h3 := congrFun (congrFun h2 b) d
  simpa [Matrix.mul_apply, Matrix.one_apply] using h3

/-- Summed over any orthonormal triad of propagation directions, the strength is minus the
scalar product of the transition momentum with the axial vector of the moment. -/
theorem strength_sum_triad (e : Fin 3 → Fin 3 → ℝ)
    (he : ∀ i j, e i ⬝ᵥ e j = if i = j then 1 else 0)
    (P : Fin 3 → ℝ) (M : Matrix (Fin 3) (Fin 3) ℝ) :
    ∑ i, strength (e i) P M = -(P ⬝ᵥ axial M) := by
  have h := triad_complete e he
  have h00 : ∑ i, e i 0 * e i 0 = 1 := (h 0 0).trans (by simp)
  have h11 : ∑ i, e i 1 * e i 1 = 1 := (h 1 1).trans (by simp)
  have h22 : ∑ i, e i 2 * e i 2 = 1 := (h 2 2).trans (by simp)
  have h01 : ∑ i, e i 0 * e i 1 = 0 := (h 0 1).trans (by simp)
  have h02 : ∑ i, e i 0 * e i 2 = 0 := (h 0 2).trans (by simp)
  have h12 : ∑ i, e i 1 * e i 2 = 0 := (h 1 2).trans (by simp)
  have hd : P ⬝ᵥ axial M = P 0 * (M 1 2 - M 2 1) + P 1 * (M 2 0 - M 0 2)
      + P 2 * (M 0 1 - M 1 0) := by
    simp [axial, dotProduct, Fin.sum_univ_three]
  rw [hd]
  simp only [Fin.sum_univ_three] at h00 h11 h22 h01 h02 h12
  simp only [strength_expand, Fin.sum_univ_three]
  -- contract the pair of direction indices with the completeness relation
  linear_combination (P 1 * M 0 2 - P 2 * M 0 1) * h00
    + (P 2 * M 1 0 - P 0 * M 1 2) * h11 + (P 0 * M 2 1 - P 1 * M 2 0) * h22
    + (P 2 * M 0 0 - P 0 * M 0 2 + P 1 * M 1 2 - P 2 * M 1 1) * h01
    + (P 0 * M 0 1 - P 1 * M 0 0 + P 1 * M 2 2 - P 2 * M 2 1) * h02
    + (P 0 * M 1 1 - P 1 * M 1 0 + P 2 * M 2 0 - P 0 * M 2 2) * h12

/-- The quadrupole part of the strength sums to zero over any orthonormal triad of
propagation directions. -/
theorem quadrupole_sum_triad (e : Fin 3 → Fin 3 → ℝ)
    (he : ∀ i j, e i ⬝ᵥ e j = if i = j then 1 else 0)
    (P : Fin 3 → ℝ) (M : Matrix (Fin 3) (Fin 3) ℝ) :
    ∑ i, strength (e i) P (quadrupole M) = 0 := by
  -- a symmetric moment has no axial vector
  have hs : ∀ b c, quadrupole M b c = quadrupole M c b := by
    intro b c
    simp only [quadrupole, Matrix.smul_apply, Matrix.add_apply, Matrix.transpose_apply,
      smul_eq_mul]
    ring
  rw [strength_sum_triad e he]
  simp [axial, dotProduct, Fin.sum_univ_three, hs 1 2, hs 2 0, hs 0 1]

end

end OrientedOpticalActivity
```

## The theorems in words

Indices run over 0, 1, 2, which stand for x, y, z. In the formulas, a is a summation index when it stands as a subscript; otherwise it is the vector by which the origin moves. The function `strength n P M` is the literal fourfold sum, with the Levi-Civita symbol ε given by the table `eps`. In Lean, `⬝ᵥ` is the dot product, `⨯₃` is the cross product, and `vecMulVec a P` is the matrix with entries a_b P_c.

The moment is split as M = `magnetic M` + `quadrupole M`, where the two parts are (M − Mᵀ)/2 and (M + Mᵀ)/2. With this splitting, the file proves the following.

- `strength_shift`: R is the same before and after the origin shift.
- `magnetic_shift` and `quadrupole_shift`: the two parts change by ±(n·P) n·(P×a)/2, with the plus sign for the magnetic part.
- `magnetic_origin_free_iff`: the magnetic part is unchanged for every a exactly when n·P = 0 or n×P = 0. The condition does not involve M.
- `strength_sum_triad`: over three orthonormal directions, R sums to −P·L, where L is the axial vector of M, with components L_a = Σ ε_abc M_bc.
- `quadrupole_sum_triad`: over the same directions, the quadrupole part sums to zero.

The triad is a family `e` of three vectors whose mutual dot products are 1 or 0, as hypothesis `he` states. Either handedness is allowed. In the other theorems n is an arbitrary real vector; a physical propagation direction has unit length, and R scales with the square of the length of n.

## Where P and M come from

The coupling of light to an electronic transition contains the matrix element of exp(ik·r) p, with k along n. At zeroth order in k this gives the transition momentum P. At first order it gives the matrix elements of r_b p_c, contracted with n_b. Circular dichroism comes from the interference between these two orders.

For real wavefunctions the matrix elements of p are imaginary, but those of the gradient are real, so P and M can be taken as real once the common factor is removed. Measuring positions from a new origin a replaces r_b by r_b − a_b, and therefore M_bc by M_bc − a_b P_c. This is the definition `shift`.

The antisymmetric part of M carries the angular momentum r×p and hence the magnetic dipole transition. The symmetric part carries the electric quadrupole transition. In an electronic-structure calculation of the circular dichroism of an oriented molecule, a magnetic contribution quoted alone therefore generally depends on the coordinate origin, within this first-order description of a single transition.

The model leaves out physical prefactors, the spin part of the magnetic dipole, line shapes and higher orders in k. P and M are free inputs and are not computed from wavefunctions. The cancellation relies on the same P appearing in R and in the shift of M; if P in R were replaced by an approximate value from the position operator, the argument would no longer apply.

## The shift laws by hand

Define the vector v by

v_c = Σ_b n_b M_bc.

The remaining contraction with ε is a scalar triple product:

R(n,M) = Σ ε_acd P_a v_c n_d = P·(v×n) = n·(P×v).

Under the origin shift,

v → v − (n·a) P.

The added term is parallel to P, and P×P = 0, so R does not change.

For the magnetic part, the matrix changes by −(a Pᵀ − P aᵀ)/2. The corresponding change in v is

δv = −[(n·a) P − (n·P) a]/2.

The term along P again drops out, which leaves

n·(P×δv) = +(n·P) n·(P×a)/2.

For the quadrupole part, the matrix changes by −(a Pᵀ + P aᵀ)/2, so

δv = −[(n·a) P + (n·P) a]/2,

n·(P×δv) = −(n·P) n·(P×a)/2.

The two changes cancel in the sum, as they must.

In Lean, `strength_expand` carries out the ε contraction and `triple_expand` writes the triple product in components. Each shift law is then a polynomial identity in the entries of n, P, a and M. The `simp only` step unfolds the definitions to reach that identity, and `ring` verifies it.

## When the magnetic part needs no origin

If n·P = 0, the change in the magnetic part vanishes for every a. The same holds if n×P = 0, because

n·(P×a) = a·(n×P).

Conversely, suppose the change vanishes for every a and n·P ≠ 0. Then n·(P×a) = 0 for every a. Choosing a = n×P gives

0 = n·(P×(n×P)) = (n×P)·(n×P) = |n×P|²,

so n×P = 0.

The Lean proof makes the same choice in `h (n ⨯₃ P)`. Two uses of `triple_product_permutation`, the cyclic rule for the triple product, produce the squared length, and `dotProduct_self_eq_zero` concludes that the vector is zero.

The two cases differ physically. When n×P = 0, the triple product n·(P×v) vanishes for any v, so there is no rotatory strength along n at all. For nonzero n and P, the case in which a nonzero magnetic part can be origin independent is propagation perpendicular to the transition momentum.

## The sum over three directions

Let e_0, e_1, e_2 be orthonormal, and let E be the matrix with these vectors as rows. Orthonormality says E Eᵀ = 1. For a square matrix this implies Eᵀ E = 1, which in components is the completeness relation

Σ_i e_ib e_id = δ_bd.

This is `triad_complete`, and the step from one product to the other is `mul_eq_one_comm`.

The direction enters R only through the product n_b n_d, so the sum over the triad replaces that product by δ_bd:

Σ_i R(e_i,M) = Σ ε_acb P_a M_bc = −Σ ε_abc P_a M_bc = −P·L.

The minus sign comes from exchanging the last two indices of ε. In components, L = (M_12 − M_21, M_20 − M_02, M_01 − M_10), which is the definition `axial`.

The Lean proof of `strength_sum_triad` extracts the six independent components of the completeness relation, `h00` to `h12`. The `linear_combination` step multiplies each by the coefficient with which that pair of direction components occurs in R, and adds the results.

For the quadrupole part the matrix is symmetric, so every component of its axial vector is a difference of equal entries. Hence L = 0 and the sum is zero. The proof of `quadrupole_sum_triad` establishes the symmetry as `hs` and then applies the general sum rule.

An average over all directions on the sphere, which is not formalised here, replaces n_b n_d by δ_bd/3 and so gives one third of the triad sum. This is the familiar absence of the quadrupole term from the circular dichroism of an isotropic sample, at this order in k.

```lean
#print axioms OrientedOpticalActivity.strength_shift
-- 'OrientedOpticalActivity.strength_shift' depends on axioms: [propext, Classical.choice, Quot.sound]
#print axioms OrientedOpticalActivity.quadrupole_shift
-- 'OrientedOpticalActivity.quadrupole_shift' depends on axioms: [propext, Classical.choice, Quot.sound]
#print axioms OrientedOpticalActivity.magnetic_origin_free_iff
-- 'OrientedOpticalActivity.magnetic_origin_free_iff' depends on axioms: [propext, Classical.choice, Quot.sound]
#print axioms OrientedOpticalActivity.quadrupole_sum_triad
-- 'OrientedOpticalActivity.quadrupole_sum_triad' depends on axioms: [propext, Classical.choice, Quot.sound]
```
